# A Γ-point supercell puts an attractive defect's level too low in a nearest-neighbour chain with negative hopping

A defect in a crystal is often simulated in a periodic cell, so the defect meets its own images. With Γ-point sampling only, the wavefunction must repeat from cell to cell, and the computed level differs from that of a single defect in an infinite crystal. In which direction is it shifted? For one non-interacting particle on a tight-binding chain with a negative nearest-neighbour hopping amplitude and an attractive defect on one site, the answer is the same for every cell size: the lowest level is too low.

## The ring level and the isolated level

The cell is a ring of N ≥ 1 sites, numbered 0 to N − 1. The hopping amplitude is −t, site 0 has energy −v, and all other sites have energy zero. Both t and v are positive. On an amplitude ψ the Hamiltonian H acts as

(Hψ)_j = −t(ψ_{j+1} + ψ_{j−1}) − v δ_{j0} ψ_j.

Exactly one q > 0 solves

2t sinh(q) tanh(qN/2) = v,

and the lowest eigenvalue of the ring is

E_N = −2t cosh q < −√(4t² + v²).

The right-hand side is the energy of the state bound to a single such defect in the infinite chain. The lowest level without a defect is −2t for every N, so the binding energy measured from the band edge is too large by the same amount.

## Checking an eigensolver and its periodic boundary

In this one-dimensional, non-interacting model, a Γ-point defect level is a strict lower bound on the isolated level. The equation for q also gives a reference value for a code that builds and diagonalises the ring matrix. Bisection works on the interval from 0 to 2 + v/t, and the tanh form avoids overflow of sinh(qN/2) and cosh(qN/2) in large cells.

The smallest rings test the bond counting, because both hops count even when they lead to the same site. For N = 2 the off-diagonal element is −2t and the lowest level is −(v + √(v² + 16t²))/2. For N = 1 the single level is −2t − v.

## Matching at the defect, positivity and the infinite chain

**Ring state.** Take ψ_j = cosh(q(j − N/2)) for j from 0 to N − 1. The same formula at j = N returns the value at j = 0, so the state closes around the ring. At every site other than 0,

ψ_{j+1} + ψ_{j−1} = 2 cosh(q) ψ_j,

so the eigenvalue equation holds at those sites with E = −2t cosh q. The same E is used at site 0. At site 0 both neighbours have amplitude

cosh(q − qN/2) = cosh(q) cosh(qN/2) − sinh(q) sinh(qN/2).

The eigenvalue equation there reduces to

2t sinh(q) sinh(qN/2) = v cosh(qN/2),

which is the equation for q multiplied by cosh(qN/2).

**A solution exists.** Let g(q) be the left side minus the right side. It is continuous and g(0) = −v < 0. Put Q = 2 + v/t and x = QN/2, so that x ≥ 1. Since sinh y ≥ y for y ≥ 0,

2t sinh Q ≥ 2tQ = 4t + 2v ≥ 2v.

Also cosh x − sinh x = e^(−x) ≤ 1 ≤ sinh x, so cosh x ≤ 2 sinh x. Therefore

2t sinh(Q) sinh(x) ≥ 2v sinh x ≥ v cosh x,

which means g(Q) ≥ 0, and g vanishes somewhere between 0 and Q.

**The positive state is lowest.** Let ψ be positive everywhere with energy E₀, and let φ be any eigenstate, with energy E. Choose the site j where |φ_j|/ψ_j is largest and call that ratio m; it is positive because φ is not zero. Write w for v if j = 0 and for 0 otherwise. Then

−(E + w)|φ_j| ≤ t|φ_{j+1} + φ_{j−1}| ≤ tm(ψ_{j+1} + ψ_{j−1}) = −(E₀ + w) mψ_j = −(E₀ + w)|φ_j|.

Dividing by |φ_j| > 0 gives E₀ ≤ E. The cosh state is positive, so −2t cosh q is the lowest level.

**The solution is unique.** Two positive solutions p and q would both give the lowest level. Then cosh p = cosh q, and p = q.

**Isolated defect.** On the infinite chain take ψ_j = e^(−κ|j|) with sinh κ = v/(2t), so κ > 0. Away from the defect the energy is −2t cosh κ. At the defect,

−2t e^(−κ) − v = −2t(cosh κ − sinh κ) − v = −2t cosh κ,

and −2t cosh κ = −√(4t² + 4t² sinh² κ) = −√(4t² + v²).

**Comparison.** Since tanh(qN/2) < 1, the equation for q gives v < 2t sinh q. Hence

(2t cosh q)² = 4t² + (2t sinh q)² > 4t² + v²,

and taking negative square roots puts the ring level strictly below the isolated one.

Neither state above is normalised. The squared norms are N/2 + sinh(qN) coth(q)/2 on the ring and coth κ on the chain.

## The Lean file

```lean
import Mathlib

open Real

namespace DefectSupercell

noncomputable section

/-- Tight-binding Hamiltonian with hopping `-t` to the neighbours `j + 1` and `j - 1` and
site energy `-v` at site `0`; the sites form a ring (`ZMod N`) or an infinite chain (`ℤ`). -/
def hamiltonian {G : Type*} [CommRing G] [DecidableEq G] (t v : ℝ) (ψ : G → ℝ) (j : G) : ℝ :=
  -t * (ψ (j + 1) + ψ (j - 1)) - (if j = 0 then v else 0) * ψ j

/-- The energy levels of the ring of `N` sites with one defect. -/
def levels (N : ℕ) (t v : ℝ) : Set ℝ :=
  {E | ∃ φ : ZMod N → ℝ, φ ≠ 0 ∧ ∀ j, hamiltonian t v φ j = E * φ j}

/-- The function `2t sinh(q) tanh(qN/2)`, to be matched to the depth of the defect. -/
def depth (t : ℝ) (N : ℕ) (q : ℝ) : ℝ := 2 * t * sinh q * tanh (q * N / 2)

/-- The state `cosh(q(j - N/2))` on the ring, with `j` counted from `0` to `N - 1`. -/
def ringState (N : ℕ) (q : ℝ) (j : ZMod N) : ℝ := cosh (q * ((j.val : ℝ) - N / 2))

/-- The state `exp(-κ|j|)` on the infinite chain, with `sinh κ = v/(2t)`, for `t ≠ 0`. -/
def boundState (t v : ℝ) (j : ℤ) : ℝ := exp (-(arsinh (v / (2 * t)) * |(j : ℝ)|))

/-- The matching condition at the defect, written without a quotient. -/
theorem depth_eq_iff (t v q : ℝ) (N : ℕ) :
    depth t N q = v ↔ 2 * t * sinh q * sinh (q * N / 2) = v * cosh (q * N / 2) := by
  unfold depth
  rw [Real.tanh_eq_sinh_div_cosh, ← mul_div_assoc, div_eq_iff (Real.cosh_pos _).ne']

/-- For `t, v > 0` and at least one site, some `q > 0` solves `2t sinh(q) tanh(qN/2) = v`. -/
theorem exists_decay {t v : ℝ} (N : ℕ) [NeZero N] (ht : 0 < t) (hv : 0 < v) :
    ∃ q, 0 < q ∧ depth t N q = v := by
  have hN : (1 : ℝ) ≤ N := by exact_mod_cast Nat.pos_of_ne_zero (NeZero.ne N)
  let g : ℝ → ℝ := fun q => 2 * t * sinh q * sinh (q * N / 2) - v * cosh (q * N / 2)
  have hl : Continuous fun q : ℝ => q * (N : ℝ) / 2 := by fun_prop
  have hg : Continuous g :=
    ((continuous_const.mul Real.continuous_sinh).mul (Real.continuous_sinh.comp hl)).sub
      (continuous_const.mul (Real.continuous_cosh.comp hl))
  have hg0 : g 0 = -v := by simp [g]
  -- at Q = 2 + v/t the hopping term outweighs the defect term
  have hvt : 0 < v / t := div_pos hv ht
  have hQ : 0 ≤ 2 + v / t := by linarith
  have hgQ : 0 ≤ g (2 + v / t) := by
    have hx : 1 ≤ (2 + v / t) * N / 2 := by nlinarith
    have h1 := Real.self_le_sinh_iff.2 hQ
    have h2 := Real.self_le_sinh_iff.2 (le_trans zero_le_one hx)
    have h3 := Real.cosh_sub_sinh ((2 + v / t) * N / 2)
    have h4 : exp (-((2 + v / t) * N / 2)) ≤ 1 := Real.exp_le_one_iff.2 (by linarith)
    have h5 : t * (2 + v / t) = 2 * t + v := by field_simp
    have h6 : 2 * v ≤ 2 * t * sinh (2 + v / t) := by nlinarith
    have h7 : cosh ((2 + v / t) * N / 2) ≤ 2 * sinh ((2 + v / t) * N / 2) := by linarith
    have h8 := mul_le_mul_of_nonneg_right h6
      (show 0 ≤ sinh ((2 + v / t) * N / 2) by linarith)
    have h9 := mul_le_mul_of_nonneg_left h7 hv.le
    simp only [g]
    linarith
  obtain ⟨q, hq, hq0⟩ := intermediate_value_Icc hQ hg.continuousOn
    (show (0 : ℝ) ∈ Set.Icc (g 0) (g (2 + v / t)) from ⟨by linarith, hgQ⟩)
  refine ⟨q, lt_of_le_of_ne hq.1 ?_, (depth_eq_iff t v q N).2 (sub_eq_zero.1 hq0)⟩
  rintro rfl
  linarith

/-- The ring state takes the value `cosh(q(k - N/2))` at site `k` for all `k` from `0` to `N`,
so it closes around the ring. -/
theorem ringState_cast {N k : ℕ} (q : ℝ) (hk : k ≤ N) :
    ringState N q (k : ZMod N) = cosh (q * ((k : ℝ) - N / 2)) := by
  unfold ringState
  rcases hk.lt_or_eq with h | h
  · rw [ZMod.val_cast_of_lt h]
  · rw [h, ZMod.natCast_self, ZMod.val_zero, ← Real.cosh_neg]
    congr 1
    push_cast
    ring

/-- If `2t sinh(q) tanh(qN/2) = v`, the state `cosh(q(j - N/2))` solves the eigenvalue equation
on the ring with energy `-2t cosh q`. -/
theorem ringState_eigen {t v q : ℝ} {N : ℕ} [NeZero N] (h : depth t N q = v) (j : ZMod N) :
    hamiltonian t v (ringState N q) j = -2 * t * cosh q * ringState N q j := by
  rw [depth_eq_iff] at h
  have hN : 1 ≤ N := Nat.pos_of_ne_zero (NeZero.ne N)
  obtain ⟨k, hk, rfl⟩ : ∃ k : ℕ, k < N ∧ (k : ZMod N) = j :=
    ⟨j.val, ZMod.val_lt j, ZMod.natCast_zmod_val j⟩
  have up : ringState N q ((k : ZMod N) + 1) = cosh (q * ((k : ℝ) + 1 - N / 2)) := by
    have h1 := ringState_cast (k := k + 1) q hk
    rw [Nat.cast_add, Nat.cast_one, Nat.cast_add, Nat.cast_one] at h1
    exact h1
  rcases Nat.eq_zero_or_pos k with rfl | hk0
  · -- at the defect the kink of the state balances the site energy
    have e : ((0 : ℕ) : ZMod N) - 1 = ((N - 1 : ℕ) : ZMod N) := by
      rw [Nat.cast_sub hN]; simp
    have a : q * (((0 : ℕ) : ℝ) + 1 - N / 2) = q - q * N / 2 := by push_cast; ring
    have b : q * ((N : ℝ) - 1 - N / 2) = -(q - q * N / 2) := by ring
    have c : q * (((0 : ℕ) : ℝ) - N / 2) = -(q * N / 2) := by push_cast; ring
    rw [hamiltonian, up, e, ringState_cast q (Nat.sub_le N 1), ringState_cast q hk.le,
      if_pos Nat.cast_zero, Nat.cast_sub hN, Nat.cast_one, a, b, c, Real.cosh_neg,
      Real.cosh_neg, Real.cosh_sub]
    linear_combination h
  · have e : (k : ZMod N) - 1 = ((k - 1 : ℕ) : ZMod N) := by
      rw [Nat.cast_sub (show 1 ≤ k from hk0), Nat.cast_one]
    have hne : (k : ZMod N) ≠ 0 := by
      intro h0
      have h1 := congrArg ZMod.val h0
      rw [ZMod.val_cast_of_lt hk, ZMod.val_zero] at h1
      omega
    have a : q * ((k : ℝ) + 1 - N / 2) = q * ((k : ℝ) - N / 2) + q := by ring
    have b : q * ((k : ℝ) - 1 - N / 2) = q * ((k : ℝ) - N / 2) - q := by ring
    rw [hamiltonian, up, if_neg hne, e, ringState_cast q ((Nat.sub_le k 1).trans hk.le),
      ringState_cast q hk.le, Nat.cast_sub (show 1 ≤ k from hk0), Nat.cast_one, a, b,
      Real.cosh_add, Real.cosh_sub]
    ring

/-- For `t ≥ 0`, an everywhere positive eigenstate on the ring has the lowest energy. -/
theorem lowest_of_positive {t v E₀ E : ℝ} {N : ℕ} [NeZero N] (ht : 0 ≤ t) {ψ : ZMod N → ℝ}
    (hpos : ∀ j, 0 < ψ j) (hψ : ∀ j, hamiltonian t v ψ j = E₀ * ψ j) (hE : E ∈ levels N t v) :
    E₀ ≤ E := by
  obtain ⟨φ, hφ0, hφ⟩ := hE
  -- compare the two states at the site where |φ|/ψ is largest
  obtain ⟨j, hj⟩ := Finite.exists_max fun i => |φ i| / ψ i
  obtain ⟨i, hi⟩ := Function.ne_iff.1 hφ0
  have hm : 0 < |φ j| / ψ j := lt_of_lt_of_le (div_pos (abs_pos.2 hi) (hpos i)) (hj i)
  have hb : ∀ i, |φ i| ≤ |φ j| / ψ j * ψ i := fun i => (div_le_iff₀ (hpos i)).1 (hj i)
  have hmj : |φ j| / ψ j * ψ j = |φ j| := div_mul_cancel₀ _ (hpos j).ne'
  have hφj : 0 < |φ j| := hmj ▸ mul_pos hm (hpos j)
  have e1 := hψ j
  have e2 := hφ j
  unfold hamiltonian at e1 e2
  generalize (if j = 0 then v else 0) = w at e1 e2
  generalize |φ j| / ψ j = m at hm hb hmj
  have h1 : |E + w| * |φ j| = t * |φ (j + 1) + φ (j - 1)| := by
    rw [← abs_mul, show (E + w) * φ j = -(t * (φ (j + 1) + φ (j - 1))) by
      linear_combination -e2, abs_neg, abs_mul, abs_of_nonneg ht]
  have h2 := mul_le_mul_of_nonneg_right (neg_le_abs (E + w)) hφj.le
  have h3 := mul_le_mul_of_nonneg_left
    ((abs_add_le (φ (j + 1)) (φ (j - 1))).trans (add_le_add (hb _) (hb _))) ht
  have h4 : t * (m * ψ (j + 1) + m * ψ (j - 1)) = -(E₀ + w) * |φ j| := by
    linear_combination -m * e1 - (E₀ + w) * hmj
  have h5 : E₀ * |φ j| ≤ E * |φ j| := by linarith
  exact le_of_mul_le_mul_right h5 hφj

/-- For `t, v > 0`, an isolated defect in the infinite chain has the eigenstate `exp(-κ|j|)`,
`sinh κ = v/(2t)`, with `κ > 0` and energy `-√(4t² + v²)`. -/
theorem isolated_level {t v : ℝ} (ht : 0 < t) (hv : 0 < v) :
    0 < arsinh (v / (2 * t)) ∧
      ∀ j, hamiltonian t v (boundState t v) j = -√(4 * t ^ 2 + v ^ 2) * boundState t v j := by
  refine ⟨Real.arsinh_pos_iff.2 (by positivity), fun j => ?_⟩
  have hs : 2 * t * sinh (arsinh (v / (2 * t))) = v := by
    rw [Real.sinh_arsinh]; field_simp
  unfold boundState
  generalize arsinh (v / (2 * t)) = κ at hs
  have hc := Real.cosh_pos κ
  have hE : √(4 * t ^ 2 + v ^ 2) = 2 * t * cosh κ := by
    rw [show 4 * t ^ 2 + v ^ 2 = (2 * t * cosh κ) ^ 2 by
      rw [← hs]; linear_combination -4 * t ^ 2 * Real.cosh_sq κ]
    exact Real.sqrt_sq (by positivity)
  rw [hE, Real.cosh_eq]
  rw [Real.sinh_eq] at hs
  unfold hamiltonian
  beta_reduce
  rcases lt_trichotomy j 0 with hj | rfl | hj
  · have h1 : (j : ℝ) + 1 ≤ 0 := by exact_mod_cast hj
    rw [if_neg hj.ne, Int.cast_add, Int.cast_sub, Int.cast_one, abs_of_nonpos h1,
      abs_of_nonpos (show (j : ℝ) - 1 ≤ 0 by linarith),
      abs_of_nonpos (show (j : ℝ) ≤ 0 by linarith),
      show -(κ * -((j : ℝ) + 1)) = -(κ * -(j : ℝ)) + κ by ring,
      show -(κ * -((j : ℝ) - 1)) = -(κ * -(j : ℝ)) + -κ by ring, Real.exp_add, Real.exp_add]
    ring
  · norm_num
    linear_combination hs
  · have h1 : (1 : ℝ) ≤ j := by exact_mod_cast hj
    rw [if_neg hj.ne', Int.cast_add, Int.cast_sub, Int.cast_one,
      abs_of_nonneg (show 0 ≤ (j : ℝ) + 1 by linarith),
      abs_of_nonneg (show 0 ≤ (j : ℝ) - 1 by linarith),
      abs_of_nonneg (show 0 ≤ (j : ℝ) by linarith),
      show -(κ * ((j : ℝ) + 1)) = -(κ * (j : ℝ)) + -κ by ring,
      show -(κ * ((j : ℝ) - 1)) = -(κ * (j : ℝ)) + κ by ring, Real.exp_add, Real.exp_add]
    ring

/-- For `t, v > 0` and at least one site, exactly one `q > 0` solves
`2t sinh(q) tanh(qN/2) = v`; the lowest level of the ring is `-2t cosh q`, strictly below
`-√(4t² + v²)`. -/
theorem supercell_overbinds {t v : ℝ} (N : ℕ) [NeZero N] (ht : 0 < t) (hv : 0 < v) :
    ∃ q, 0 < q ∧ depth t N q = v ∧ (∀ p, 0 < p → depth t N p = v → p = q) ∧
      IsLeast (levels N t v) (-2 * t * cosh q) ∧
      -2 * t * cosh q < -√(4 * t ^ 2 + v ^ 2) := by
  have low : ∀ p, depth t N p = v → IsLeast (levels N t v) (-2 * t * cosh p) := fun p h =>
    ⟨⟨ringState N p, fun h0 => (Real.cosh_pos _).ne' (congrFun h0 0), ringState_eigen h⟩,
      fun _ hE => lowest_of_positive ht.le (fun _ => Real.cosh_pos _) (ringState_eigen h) hE⟩
  obtain ⟨q, hq, h⟩ := exists_decay N ht hv
  refine ⟨q, hq, h, fun p hp h' => ?_, low q h, ?_⟩
  · -- two solutions would both give the lowest level
    have h0 : -2 * t ≠ 0 := (mul_neg_of_neg_of_pos (by norm_num) ht).ne
    have hc : cosh p = cosh q := mul_left_cancel₀ h0 ((low p h').unique (low q h))
    have h1 := Real.cosh_le_cosh.1 hc.le
    have h2 := Real.cosh_le_cosh.1 hc.ge
    rw [abs_of_pos hp, abs_of_pos hq] at h1 h2
    exact le_antisymm h1 h2
  · -- tanh < 1 forces 2t sinh q > v
    rw [depth_eq_iff] at h
    have hN : (0 : ℝ) < N := by exact_mod_cast Nat.pos_of_ne_zero (NeZero.ne N)
    have hS : 0 < sinh (q * N / 2) := Real.sinh_pos_iff.2 (by positivity)
    have hvq : v < 2 * t * sinh q := by
      refine lt_of_mul_lt_mul_right ?_ hS.le
      rw [h]
      exact mul_lt_mul_of_pos_left (Real.sinh_lt_cosh _) hv
    have hsq := pow_lt_pow_left₀ hvq hv.le two_ne_zero
    have hc := Real.cosh_pos q
    have hlt : √(4 * t ^ 2 + v ^ 2) < 2 * t * cosh q := by
      rw [Real.sqrt_lt' (by positivity), show (2 * t * cosh q) ^ 2 =
        4 * t ^ 2 + (2 * t * sinh q) ^ 2 by linear_combination 4 * t ^ 2 * Real.cosh_sq q]
      linarith
    linarith

end

end DefectSupercell
```

```lean
#print axioms DefectSupercell.isolated_level
#print axioms DefectSupercell.supercell_overbinds
```

```
'DefectSupercell.isolated_level' depends on axioms: [propext, Classical.choice, Quot.sound]
'DefectSupercell.supercell_overbinds' depends on axioms: [propext, Classical.choice, Quot.sound]
```

## What the theorems say about the ring and the chain

One definition, `hamiltonian`, serves both geometries. Sites in `ZMod N` form the ring, where j + 1 and j − 1 wrap around, and sites in `ℤ` form the infinite chain. `levels N t v` is the set of real numbers E that have a nonzero real eigenvector. Real amplitudes lose no level, because the ring matrix is real and symmetric.

The main theorem, `supercell_overbinds`, assumes t > 0, v > 0 and, through `[NeZero N]`, at least one site. It supplies q, states that q is positive, solves `depth t N q = v` and is the only positive solution, and gives the strict inequality. `IsLeast` says that −2t cosh q is itself a level and that no level lies below it.

In that theorem −√(4t² + v²) is only a number. Its physical meaning comes from `isolated_level`, which shows that `boundState` satisfies the chain's eigenvalue equation at that energy with κ > 0. Square-summability follows from κ > 0 by a geometric series but is not part of the statement, nor is the absence of a lower bound state.

## How the lemmas carry the argument

- `depth_eq_iff` clears the quotient in tanh, and `exists_decay` applies the intermediate value theorem to g on the interval from 0 to 2 + v/t.
- `ringState_cast` shows that the cosh formula holds from site 0 to site N. `ringState_eigen` then treats the defect and the other sites separately; at the defect, `linear_combination h` inserts the matching condition.
- `lowest_of_positive` finds the site of largest ratio with `Finite.exists_max`. Its steps `h1` to `h4` are the parts of the chain of inequalities above.
- `isolated_level` splits the chain into sites left of, at and right of the defect.
- `supercell_overbinds` combines these results. It obtains uniqueness from the fact that a set has only one least element, and the final inequality from `Real.sinh_lt_cosh`.

## One orbital, one dimension, Γ point only

The guarantee holds for every ring size and all positive t and v, with no large-N approximation. It concerns one particle, one orbital per site, nearest-neighbour hopping with a negative amplitude and a single attractive site. With amplitude +t instead of −t it can fail: the isolated level is unchanged, but for N = 1 the ring level is 2t − v, which lies above it. Other k-points, higher dimensions, lattice relaxation, charged defects and electron interactions are not covered. At other k-points the sign of the error can change: if the wavefunction changes sign from each cell to the next, the lowest level lies above the isolated one.

The theorems neither compare two ring sizes nor give a rate of convergence, so they supply no formula for extrapolating in N. They also concern real numbers, not floating-point output: in a large cell the difference between the two levels can fall below rounding, and a computed level may then equal the isolated value or lie slightly above it.
